# The largest group speed in the gapped staggered chain is $\sqrt{D^2+4t^2}-D$

## The chain, its upper band and its units

An electron moves on an infinite row of sites labelled by integers $n$, with a complex amplitude $\psi_n$ on each. The hopping energy $t$ couples neighbouring sites. The on-site energy is $D$ on even sites and $-D$ on odd sites, as for two kinds of atom in alternation:

$$(H\psi)_n = t\,(\psi_{n+1}+\psi_{n-1}) + (-1)^n D\,\psi_n .$$

The distance between neighbouring sites and $\hbar$ are both set to 1, so a speed counts sites per unit time. For a spacing $a$, multiply it by $a/\hbar$. The formula in the title is for $D>0$. This covers every gapped chain of this kind, because moving the origin by one site turns $D$ into $-D$.

```lean
import Mathlib

open Complex (I)

namespace StaggeredChain

noncomputable section
```

In Lean a state is a function `ℤ → ℂ`, with no boundary and no normalisation condition. The parameters are real numbers.

```lean
/-- The staggered chain: hopping `t` between neighbouring sites and on-site energy
`D` on even sites, `-D` on odd sites. -/
def hamiltonian (D t : ℝ) (ψ : ℤ → ℂ) : ℤ → ℂ :=
  fun n => t * (ψ (n + 1) + ψ (n - 1)) + (-1) ^ n * D * ψ n
```

The upper band is

$$E(k)=\sqrt{D^2+4t^2\cos^2 k}.$$

For $D>0$ its minimum is $D$, at $\cos k=0$. The lower band is $-E(k)$, so the band gap is $2D$, and $D$ is half of it. The lower band has the same speeds, and the file treats only the upper one.

```lean
/-- The upper band `E(k) = √(D² + 4t² cos² k)`. -/
def band (D t k : ℝ) : ℝ := √(D ^ 2 + 4 * t ^ 2 * Real.cos k ^ 2)
```

The Bloch wave belonging to $E(k)$ is a plane wave with a different amplitude on each sublattice:

$$\psi_n=\bigl(2t\cos k+E(k)+(-1)^nD\bigr)\,e^{ikn}.$$

This vector is not normalised. For $D>0$, dividing it by $2\sqrt{E\,(E+2t\cos k)}$ gives unit weight per two-site cell, with $\tfrac12(1+D/E)$ on the even site and $\tfrac12(1-D/E)$ on the odd one.

```lean
/-- A plane wave of wave number `k` whose amplitude alternates between the two sublattices. -/
def blochWave (D t k : ℝ) : ℤ → ℂ :=
  fun n => (2 * t * (Real.cos k : ℂ) + (band D t k : ℂ) + (-1) ^ n * D) *
    Complex.exp (k * (n : ℂ) * I)
```

The group velocity is the derivative $E'(k)$, defined in Lean by `deriv` and not by a formula put in by hand.

```lean
/-- The group velocity, the derivative of the band energy with respect to `k`. -/
def groupVelocity (D t k : ℝ) : ℝ := deriv (band D t) k
```

Write $W=\sqrt{D^2+4t^2}$ for the top of the band and $v=W-D$ for the candidate speed, which is also the width of the band when $D>0$.

```lean
/-- The speed `√(D² + 4t²) - D`. -/
def maxSpeed (D t : ℝ) : ℝ := √(D ^ 2 + 4 * t ^ 2) - D
```

## The band belongs to the Hamiltonian

The square of the band energy is used throughout. It is immediate, because the expression under the root is never negative.

```lean
/-- The squared band energy is `D² + 4t² cos² k`. -/
theorem band_sq (D t k : ℝ) :
    band D t k ^ 2 = D ^ 2 + 4 * t ^ 2 * Real.cos k ^ 2 :=
  Real.sq_sqrt (by positivity)
```

Put $c=2t\cos k$ and $s=(-1)^n$. Both neighbours of site $n$ carry the sign $-s$, and their phases add up to $e^{ik}+e^{-ik}=2\cos k$. Up to the common factor $e^{ikn}$, the Hamiltonian therefore gives

$$c\,(c+E-sD)+sD\,(c+E+sD)=c\,(c+E)+D^2+sDE,$$

where $s^2=1$ was used. Since $D^2=E^2-c^2=(E-c)(E+c)$, the right side equals $E\,(c+E+sD)$, which is the eigenvalue equation.

The solution is not the zero function: at site 0 the amplitude is $c+E+D$, and $E\ge|c|$ makes this at least $D>0$.

In the proof, `hs`, `hc` and `hE` are the three facts $s^2=1$, the sum of phases and the squared band energy. The final `linear_combination` puts them together as above.

```lean
/-- The Bloch wave solves the stationary Schrödinger equation of the chain with energy `E(k)`,
and for `D > 0` it does not vanish at site `0`. -/
theorem hamiltonian_blochWave {D : ℝ} (hD : 0 < D) (t k : ℝ) :
    hamiltonian D t (blochWave D t k) = (fun n => (band D t k : ℂ) * blochWave D t k n) ∧
      blochWave D t k 0 ≠ 0 := by
  constructor
  · funext n
    have hs : (-1 : ℂ) ^ n * (-1 : ℂ) ^ n = 1 := by
      rw [← mul_zpow]; norm_num
    have h1 : (-1 : ℂ) ^ (n + 1) = -(-1 : ℂ) ^ n := by
      rw [zpow_add₀ (by norm_num)]; simp
    have h2 : (-1 : ℂ) ^ (n - 1) = -(-1 : ℂ) ^ n := by
      rw [zpow_sub₀ (by norm_num), zpow_one, div_neg, div_one]
    -- a shift by one site multiplies the plane wave by a phase
    have e1 : Complex.exp (k * ((n + 1 : ℤ) : ℂ) * I) =
        Complex.exp (k * (n : ℂ) * I) * Complex.exp (k * I) := by
      rw [← Complex.exp_add]; congr 1; push_cast; ring
    have e2 : Complex.exp (k * ((n - 1 : ℤ) : ℂ) * I) =
        Complex.exp (k * (n : ℂ) * I) * Complex.exp (-(k : ℂ) * I) := by
      rw [← Complex.exp_add]; congr 1; push_cast; ring
    have hc : Complex.exp (k * I) + Complex.exp (-(k : ℂ) * I) = 2 * (Real.cos k : ℂ) := by
      rw [Complex.ofReal_cos, Complex.cos]; ring
    have hE : (band D t k : ℂ) ^ 2 = (D : ℂ) ^ 2 + 4 * (t : ℂ) ^ 2 * (Real.cos k : ℂ) ^ 2 := by
      exact_mod_cast band_sq D t k
    simp only [hamiltonian, blochWave, h1, h2, e1, e2]
    generalize (-1 : ℂ) ^ n = s at hs ⊢
    linear_combination
      (t * (2 * t * (Real.cos k : ℂ) + (band D t k : ℂ) - s * D) *
        Complex.exp (k * (n : ℂ) * I)) * hc
      + ((D : ℂ) ^ 2 * Complex.exp (k * (n : ℂ) * I)) * hs
      - Complex.exp (k * (n : ℂ) * I) * hE
  · have h0 : blochWave D t k 0 = ((2 * t * Real.cos k + band D t k + D : ℝ) : ℂ) := by
      simp [blochWave]
    have hb : |2 * t * Real.cos k| ≤ band D t k :=
      Real.abs_le_sqrt (by nlinarith [sq_nonneg D])
    have hl := (abs_le.mp hb).1
    rw [h0, Complex.ofReal_ne_zero]
    linarith
```

## The slope of the band

Differentiating the square root gives

$$E'(k)=-\frac{4t^2\cos k\,\sin k}{E(k)} .$$

This needs $E(k)>0$, which $D>0$ guarantees at every $k$. For $D=0$ and $t\neq0$ the band $2|t||\cos k|$ has kinks where it touches zero, and the slope approaches its limiting size $2|t|$ there without reaching it. The kinks come only from sorting the energies into an upper and a lower band: the same uniform chain has the smooth band $2t\cos k$, which does reach the speed $2|t|$.

The Lean proof applies the chain rule to the square root and then tidies the expression. `HasDerivAt` states that the derivative exists and has this value, so `deriv` in the definition of the group velocity is the true slope.

```lean
/-- With `D > 0` the band is differentiable, with slope `-4t² cos k sin k / E(k)`. -/
theorem hasDerivAt_band {D : ℝ} (hD : 0 < D) (t k : ℝ) :
    HasDerivAt (band D t) (-(4 * t ^ 2 * Real.cos k * Real.sin k) / band D t k) k := by
  have hpos : 0 < D ^ 2 + 4 * t ^ 2 * Real.cos k ^ 2 := by positivity
  have h : HasDerivAt (band D t) _ k :=
    ((((Real.hasDerivAt_cos k).fun_pow 2).const_mul (4 * t ^ 2)).const_add (D ^ 2)).sqrt hpos.ne'
  refine h.congr_deriv ?_
  simp only [band, Nat.cast_ofNat, show (2 - 1 : ℕ) = 1 from rfl, pow_one]
  ring
```

## The deficit is a perfect square

The maximum could be found by setting $E''(k)=0$. An identity avoids the second derivative. From the slope,

$$(E'E)^2=(4t^2\cos^2k)(4t^2\sin^2k)=(E^2-D^2)(W^2-E^2),$$

since $E^2-D^2=4t^2\cos^2k$ and $W^2-E^2=4t^2\sin^2k$. Subtract this from $v^2E^2=(W-D)^2E^2$ and expand:

$$\begin{aligned}(v^2-E'^2)E^2&=(W-D)^2E^2-(E^2-D^2)(W^2-E^2)\\&=E^4-2DWE^2+D^2W^2\\&=(E^2-DW)^2 .\end{aligned}$$

In the code `hv` is the slope multiplied by $E$, and `hg` is the factorised form of $(E'E)^2$.

```lean
/-- The gap between the squared group velocity and the squared speed `√(D² + 4t²) - D`,
multiplied by `E(k)²`, is a perfect square. -/
theorem speed_deficit {D : ℝ} (hD : 0 < D) (t k : ℝ) :
    (maxSpeed D t ^ 2 - groupVelocity D t k ^ 2) * band D t k ^ 2 =
      (band D t k ^ 2 - D * √(D ^ 2 + 4 * t ^ 2)) ^ 2 := by
  have hb : 0 < band D t k := Real.sqrt_pos.2 (by positivity)
  have hv : groupVelocity D t k * band D t k = -(4 * t ^ 2 * Real.cos k * Real.sin k) := by
    rw [groupVelocity, (hasDerivAt_band hD t k).deriv, div_mul_cancel₀ _ hb.ne']
  have hW : √(D ^ 2 + 4 * t ^ 2) ^ 2 = D ^ 2 + 4 * t ^ 2 := Real.sq_sqrt (by positivity)
  have hg : (groupVelocity D t k * band D t k) ^ 2 =
      (band D t k ^ 2 - D ^ 2) * (√(D ^ 2 + 4 * t ^ 2) ^ 2 - band D t k ^ 2) := by
    rw [hv, hW, band_sq]
    linear_combination (16 * t ^ 4 * Real.cos k ^ 2) * Real.sin_sq_add_cos_sq k
  unfold maxSpeed
  linear_combination -hg
```

The proof turns on the tactic `linear_combination`. Given an equation to prove and a combination of known equations, it subtracts the combination from the goal and asks `ring` whether what remains is an identity of commutative algebra. Here the last line is `linear_combination -hg`. The group velocity, $E$ and $W$ enter as plain symbols, and everything that `ring` has to know about square roots and derivatives is already contained in `hg`. What is left is the expansion displayed above. The tactic does not search for the coefficients: the author supplies them, and they record which known equation is used and with what factor.

## The bound and the wave numbers that reach it

The right side of the identity is a square and $E^2>0$, so $E'^2\le v^2$. Since $v\ge0$, this gives

$$|E'(k)|\le v .$$

Equality holds exactly when the square vanishes, that is, when $E(k)^2=DW$. The fastest states thus lie at the geometric mean of the band's lowest energy $D$ and its highest energy $W$.

The theorem asks only for $D>0$. At $t=0$ the band is flat, and both sides of the bound are zero for every $k$.

In the proof `key` is the identity. The `refine` line cancels $E^2$ from the inequality, the first bullet proves the inequality that still carries this factor, and the other two read the identity in the two directions of the equivalence.

```lean
/-- For `D > 0` no group speed of the band exceeds `√(D² + 4t²) - D`, and this speed is reached
exactly at those `k` where `E(k)² = D √(D² + 4t²)`. -/
theorem abs_groupVelocity_le {D : ℝ} (hD : 0 < D) (t k : ℝ) :
    |groupVelocity D t k| ≤ maxSpeed D t ∧
      (|groupVelocity D t k| = maxSpeed D t ↔
        band D t k ^ 2 = D * √(D ^ 2 + 4 * t ^ 2)) := by
  have hb : 0 < band D t k := Real.sqrt_pos.2 (by positivity)
  have hb2 : 0 < band D t k ^ 2 := by positivity
  have hm : 0 ≤ maxSpeed D t :=
    sub_nonneg.2 ((le_abs_self D).trans (Real.abs_le_sqrt (by nlinarith [sq_nonneg t])))
  have key := speed_deficit hD t k
  refine ⟨abs_le_of_sq_le_sq (le_of_mul_le_mul_right ?_ hb2) hm, fun h => ?_, fun h => ?_⟩
  · nlinarith [sq_nonneg (band D t k ^ 2 - D * √(D ^ 2 + 4 * t ^ 2))]
  · rw [← h, sq_abs, sub_self, zero_mul] at key
    exact sub_eq_zero.1 (pow_eq_zero_iff (two_ne_zero)|>.1 key.symm)
  · rw [h, sub_self, zero_pow two_ne_zero, ← h] at key
    have h0 := (mul_eq_zero.1 key).resolve_right hb2.ne'
    have h1 := (sq_eq_sq_iff_abs_eq_abs _ _).1 (sub_eq_zero.1 h0)
    rw [← h1, abs_of_nonneg hm]
```

## The speed is positive for every gap

For $t\neq0$ we have $W^2=D^2+4t^2>D^2$, hence $W>D$ and $v>0$. Lean proves this for every real $D$, although $v$ is the largest group speed of the band only for $D>0$.

```lean
/-- For nonzero hopping the speed `√(D² + 4t²) - D` is strictly positive, whatever `D`. -/
theorem maxSpeed_pos (D : ℝ) {t : ℝ} (ht : t ≠ 0) : 0 < maxSpeed D t := by
  have h : 0 < t ^ 2 := by positivity
  exact sub_pos.2 (Real.lt_sqrt_of_sq_lt (by linarith))
```

It remains to find a wave number with $E^2=DW$. Let $q=D/(W+D)$, which lies between 0 and 1, and choose $k$ with $\cos^2k=q$. Because $4t^2=(W-D)(W+D)$,

$$E(k)^2=D^2+4t^2q=D^2+(W-D)D=DW .$$

The main theorem collects the results for $D>0$ and $t>0$. `Set.range fun k => |groupVelocity D t k|` is the set of all group speeds as $k$ runs over the real numbers. `IsGreatest` says that $v$ belongs to this set and that no member exceeds it, so $v$ is a maximum and not merely a supremum. The wave number supplied to Lean is `Real.arccos (√q)`.

```lean
/-- For `D > 0` and `t > 0` the largest group speed in the upper band of the staggered chain is
`√(D² + 4t²) - D`; it is attained at some `k` and is strictly positive. -/
theorem isGreatest_groupSpeed {D t : ℝ} (hD : 0 < D) (ht : 0 < t) :
    IsGreatest (Set.range fun k => |groupVelocity D t k|) (√(D ^ 2 + 4 * t ^ 2) - D) ∧
      0 < √(D ^ 2 + 4 * t ^ 2) - D := by
  refine ⟨⟨?_, ?_⟩, maxSpeed_pos D ht.ne'⟩
  · have hW : √(D ^ 2 + 4 * t ^ 2) ^ 2 = D ^ 2 + 4 * t ^ 2 := Real.sq_sqrt (by positivity)
    have hW0 : 0 ≤ √(D ^ 2 + 4 * t ^ 2) := Real.sqrt_nonneg _
    -- the fastest wave number has cos² k = D / (W + D)
    obtain ⟨q, hq⟩ : ∃ q, q = D / (√(D ^ 2 + 4 * t ^ 2) + D) := ⟨_, rfl⟩
    have hq0 : 0 ≤ q := by rw [hq]; positivity
    have hq1 : q ≤ 1 := by
      rw [hq, div_le_one (by positivity)]; linarith
    have hqm : q * (√(D ^ 2 + 4 * t ^ 2) + D) = D := by
      rw [hq]; exact div_mul_cancel₀ _ (by positivity)
    have hcos : Real.cos (Real.arccos (√q)) = √q :=
      Real.cos_arccos (by linarith [Real.sqrt_nonneg q]) (Real.sqrt_le_one.2 hq1)
    refine ⟨Real.arccos (√q), (abs_groupVelocity_le hD t _).2.2 ?_⟩
    rw [band_sq, hcos, Real.sq_sqrt hq0]
    linear_combination (√(D ^ 2 + 4 * t ^ 2) - D) * hqm - q * hW
  · rintro _ ⟨k, rfl⟩
    exact (abs_groupVelocity_le hD t k).1
```

## A larger gap means a lower top speed

Let $D_1<D_2$ at the same $t\neq0$, with $\delta=D_2-D_1$ and $W_1$, $W_2$ the corresponding values of $W$. Then

$$(W_1+\delta)^2-W_2^2=2\delta\,(W_1-D_1)>0,$$

so $W_2<W_1+\delta$, which is $W_2-D_2<W_1-D_1$. For positive $D$ the gap is $2D$, so widening it slows the fastest states but never brings them to rest. The form $v=4t^2/(W+D)$ shows the same trend: for $D$ much larger than $t$, the speed is close to $2t^2/D$.

`StrictAnti` is Mathlib's word for strictly decreasing. The hypothesis `h1` in the proof is the positive factor $W_1-D_1$.

```lean
/-- At fixed nonzero hopping, the speed `√(D² + 4t²) - D` strictly decreases as `D` grows. -/
theorem maxSpeed_strictAnti {t : ℝ} (ht : t ≠ 0) : StrictAnti fun D => maxSpeed D t := by
  intro D₁ D₂ h
  have h1 : 0 < √(D₁ ^ 2 + 4 * t ^ 2) - D₁ := maxSpeed_pos D₁ ht
  have hW : √(D₁ ^ 2 + 4 * t ^ 2) ^ 2 = D₁ ^ 2 + 4 * t ^ 2 := Real.sq_sqrt (by positivity)
  have h2 : √(D₂ ^ 2 + 4 * t ^ 2) < √(D₁ ^ 2 + 4 * t ^ 2) + (D₂ - D₁) := by
    rw [Real.sqrt_lt' (by linarith [Real.sqrt_nonneg (D₁ ^ 2 + 4 * t ^ 2)])]
    nlinarith [mul_pos (sub_pos.2 h) h1]
  show √(D₂ ^ 2 + 4 * t ^ 2) - D₂ < √(D₁ ^ 2 + 4 * t ^ 2) - D₁
  linarith

end

end StaggeredChain
```

```lean
#print axioms StaggeredChain.hamiltonian_blochWave
-- 'StaggeredChain.hamiltonian_blochWave' depends on axioms: [propext, Classical.choice, Quot.sound]
#print axioms StaggeredChain.isGreatest_groupSpeed
-- 'StaggeredChain.isGreatest_groupSpeed' depends on axioms: [propext, Classical.choice, Quot.sound]
#print axioms StaggeredChain.maxSpeed_strictAnti
-- 'StaggeredChain.maxSpeed_strictAnti' depends on axioms: [propext, Classical.choice, Quot.sound]
```

## Group speeds in a band-structure or propagation code

A band-structure code usually has the eigenvectors at hand and can obtain the slope from them, without differencing energies between neighbouring $k$ points. For this chain the Bloch matrix has diagonal entries $D$ and $-D$ and off-diagonal entries $2t\cos k$. The expectation value of its $k$-derivative in the normalised upper eigenvector is $-4t^2\cos k\sin k/E$, the slope found above.

For $t\neq0$, scanning a $k$ grid for the largest value gives a number that is never above $v$, and below it unless the grid contains a point with $\cos^2k=D/(W+D)$.

The values $t=1$ and $D=1.5$ make a convenient check. They give $W=2.5$ and $v=1$, reached at $\cos^2k=3/8$, where $E^2=3.75$.

Some linear-scaling methods for real-time propagation keep orbitals within finite regions. For an initially localised orbital that evolves under the Hamiltonian of this non-interacting, perfectly periodic chain, the result indicates how much room is enough: about $v\tau$ extra sites on each side after a time $\tau$, plus a margin for the tail ahead of the front. With the numbers above, $\tau=40$ means about 40 sites on each side. A gap that keeps the ground-state density matrix short-ranged therefore does not by itself keep a propagated orbital within a fixed radius. This estimate rests on the usual stationary-phase picture of a spreading wave packet, whereas the theorems concern the slope of the band and contain no time evolution.
